# The Koopmans correction makes a continuously differentiable energy linear in one orbital's occupation, and only the slope E(1) − E(0) keeps both end points

Suppose an approximate energy functional assigns an orbital the energy −6 eV when it is filled and −10 eV when it is empty, while the functional's own total energies say that emptying the orbital costs 8 eV. Neither orbital energy gives the removal energy, and the value read off depends on the occupation at which it is read. The orbital energy varies with the occupation whenever the total energy is curved as a function of the occupation, because the orbital energy is the slope of that curve.

Let \(E(f)\) be the total energy as a function of the occupation \(f\) of one spin orbital, which holds at most one electron, with everything else held fixed, and let \(E\) be continuously differentiable. The Koopmans correction removes the whole change of \(E\) with the occupation, counted from the empty orbital, and puts in a linear term of slope \(\eta\). The orbital energy is then \(\eta\) at every occupation, and the total energies of the empty and the filled orbital are both preserved exactly when \(\eta = E(1) - E(0)\).

## The correction and the corrected energy

```lean
import Mathlib

open Set

namespace KoopmansCompliant

noncomputable section
```

The first line loads Mathlib, the mathematical library for Lean. The line `open Set` allows the short names `Icc` and `Ioo` for closed and open intervals.

```lean
/-- The Koopmans correction for one orbital: the integral of `E'` from zero to the occupation `f`
is removed, and a term linear in `f` with slope `η` is added. -/
def koopmansCorrection (E : ℝ → ℝ) (η f : ℝ) : ℝ :=
  -(∫ s in (0 : ℝ)..f, deriv E s) + f * η
```

This defines the correction

\[
\Pi_\eta(f) = -\int_0^f E'(s)\,ds + f\,\eta .
\]

The type `E : ℝ → ℝ` says that the energy is a real function of a real number. The occupation is thus allowed to be any real number, although only \(0 \le f \le 1\) has a physical meaning. `deriv E s` is \(E'(s)\), and the integral is oriented, as in ordinary calculus. The slope \(\eta\) is a free parameter at this stage: it is the orbital energy that one wishes the corrected functional to have.

```lean
/-- The Koopmans energy: the original energy plus the Koopmans correction. -/
def koopmansEnergy (E : ℝ → ℝ) (η f : ℝ) : ℝ :=
  E f + koopmansCorrection E η f
```

The Koopmans energy is \(E^{K}_\eta(f) = E(f) + \Pi_\eta(f)\).

```lean
/-- An energy quadratic in the occupation, with constant curvature `U`. -/
def quadraticEnergy (a b U f : ℝ) : ℝ :=
  a + b * f + U / 2 * f ^ 2
```

This is a model energy, \(a + bf + \tfrac{U}{2}f^2\), with real constants \(a\), \(b\) and \(U\). Its second derivative is \(U\) everywhere, so \(U\) measures how strongly the orbital energy shifts as the orbital fills. The model returns in the last two theorems.

## From the integral to a straight line

```lean
/-- The Koopmans correction is the difference between the straight line `E 0 + f * η` and the
original energy. -/
theorem koopmansCorrection_eq {E : ℝ → ℝ} (hE : ContDiff ℝ 1 E) (η f : ℝ) :
    koopmansCorrection E η f = E 0 + f * η - E f := by
  obtain ⟨hd, hc⟩ := contDiff_one_iff_deriv.mp hE
  -- The fundamental theorem of calculus evaluates the removed part.
  have h : ∫ s in (0 : ℝ)..f, deriv E s = E f - E 0 :=
    intervalIntegral.integral_deriv_eq_sub (fun x _ => hd x) (hc.intervalIntegrable 0 f)
  unfold koopmansCorrection
  rw [h]
  ring
```

In a Lean theorem, the hypotheses stand before the final colon and the claim after it. Here `hE : ContDiff ℝ 1 E` is the hypothesis that \(E\) is continuously differentiable on the whole real line, and the claim is

\[
\Pi_\eta(f) = E(0) + f\eta - E(f).
\]

By hand, the fundamental theorem of calculus gives

\[
\int_0^f E'(s)\,ds = E(f) - E(0),
\]

and inserting this into the definition yields

\[
\Pi_\eta(f) = -\bigl(E(f) - E(0)\bigr) + f\eta = E(0) + f\eta - E(f).
\]

The proof follows the same route. Its first line splits the hypothesis into two facts: `hd`, that \(E\) is differentiable, and `hc`, that \(E'\) is continuous. The proof uses both in applying the fundamental theorem: the second supplies the integrability of \(E'\), since a continuous function is integrable on a bounded interval. The statement `h` is the evaluated integral, `unfold` replaces the correction by its definition, `rw [h]` substitutes the value of the integral, and `ring` does the remaining algebra.

```lean
/-- The Koopmans energy is linear in the occupation, with slope `η`. -/
theorem koopmansEnergy_eq {E : ℝ → ℝ} (hE : ContDiff ℝ 1 E) (η f : ℝ) :
    koopmansEnergy E η f = E 0 + f * η := by
  unfold koopmansEnergy
  rw [koopmansCorrection_eq hE]
  ring
```

Adding \(E(f)\) to the correction cancels the \(-E(f)\) in it:

\[
E^{K}_\eta(f) = E(f) + E(0) + f\eta - E(f) = E(0) + f\eta .
\]

Of the original energy, only the value at the empty orbital survives. The proof is this cancellation, with the previous theorem used as a rewriting rule.

```lean
/-- The orbital energy, the derivative of the Koopmans energy with respect to the occupation,
is `η` at every occupation. -/
theorem hasDerivAt_koopmansEnergy {E : ℝ → ℝ} (hE : ContDiff ℝ 1 E) (η f : ℝ) :
    HasDerivAt (koopmansEnergy E η) η f := by
  have h : koopmansEnergy E η = fun x => E 0 + x * η :=
    funext fun x => koopmansEnergy_eq hE η x
  rw [h]
  exact (((hasDerivAt_id' f).mul_const η).const_add (E 0)).congr_deriv (one_mul η)
```

`HasDerivAt g m x` says that the function \(g\) is differentiable at \(x\) with derivative \(m\). The theorem therefore reads

\[
\frac{dE^{K}_\eta}{df} = \eta \quad\text{at every } f .
\]

By hand, one differentiates \(E(0) + f\eta\): the constant contributes nothing and the linear term contributes \(\eta\). In Lean, a derivative belongs to a function and not to a single value, so the proof first shows that the Koopmans energy and the straight line are equal as functions. This is the work of `funext`, which turns equality at every point into equality of functions. The last line then assembles the derivative from that of \(x\), multiplied by \(\eta\) and shifted by \(E(0)\).

The derivative is called the orbital energy here, which identifies the slope of the total energy in the occupation with the energy level of the orbital. That identification is an interpretation brought to the theorem, which itself speaks only of a derivative.

## The slope that keeps both end points

```lean
/-- The Koopmans energy is linear in the occupation with constant orbital energy `η`, and it
agrees with the original energy at both the empty and the filled orbital exactly when `η` is the
energy difference between them. -/
theorem koopmans_compliance {E : ℝ → ℝ} (hE : ContDiff ℝ 1 E) (η : ℝ) :
    (∀ f, koopmansEnergy E η f = E 0 + f * η) ∧
    (∀ f, HasDerivAt (koopmansEnergy E η) η f) ∧
    ((koopmansEnergy E η 0 = E 0 ∧ koopmansEnergy E η 1 = E 1) ↔ η = E 1 - E 0) := by
  refine ⟨koopmansEnergy_eq hE η, hasDerivAt_koopmansEnergy hE η, ?_⟩
  -- Only the value at full occupation constrains the slope.
  rw [koopmansEnergy_eq hE, koopmansEnergy_eq hE]
  constructor
  · rintro ⟨_, h⟩
    linarith
  · intro h
    constructor <;> linarith
```

The theorem has three parts, joined by `∧`, which means "and". The first two restate the linear form and the constant orbital energy. The third is the condition on the slope:

\[
E^{K}_\eta(0) = E(0) \ \text{ and } \ E^{K}_\eta(1) = E(1)
\quad\Longleftrightarrow\quad
\eta = E(1) - E(0).
\]

By hand, insert the two integer occupations into the linear form:

\[
E^{K}_\eta(0) = E(0), \qquad E^{K}_\eta(1) = E(0) + \eta .
\]

The first value is right for every \(\eta\). The second equals \(E(1)\) exactly when \(\eta = E(1) - E(0)\).

In the proof, the two rewriting steps of `rw` insert the linear form at \(f = 0\) and at \(f = 1\), and `constructor` separates the two directions of the equivalence. In the forward direction, the pattern `⟨_, h⟩` discards the equation at the empty orbital, which carries no information about \(\eta\), and keeps the one at the filled orbital. The tactic `linarith` solves the linear equations that remain.

With this slope, \(-\eta = E(0) - E(1)\) is the energy needed to empty the orbital. Koopmans' theorem finds such a relation as a property of Hartree–Fock theory with frozen orbitals; here the relation is imposed on a given energy function by correcting it. For electronic structure calculations, this is the one-orbital core of Koopmans-compliant functionals, in a model where a single occupation varies and everything else, including the shapes of the orbitals, is held fixed.

## Where the uncorrected functional already has this slope

```lean
/-- The energy difference between the filled and the empty orbital equals the derivative of the
original energy at some fractional occupation strictly between zero and one. -/
theorem exists_transition_occupation {E : ℝ → ℝ} (hE : ContDiff ℝ 1 E) :
    ∃ f ∈ Ioo (0 : ℝ) 1, deriv E f = E 1 - E 0 := by
  obtain ⟨hd, _⟩ := contDiff_one_iff_deriv.mp hE
  obtain ⟨c, hc, h⟩ := exists_deriv_eq_slope E (zero_lt_one' ℝ)
    hd.continuous.continuousOn hd.differentiableOn
  refine ⟨c, hc, ?_⟩
  rw [h]
  ring
```

The symbol `∃` means "there exists", and `Ioo (0 : ℝ) 1` is the open interval from 0 to 1. The statement is that some \(f\) with \(0 < f < 1\) satisfies

\[
E'(f) = E(1) - E(0).
\]

This is the mean value theorem on \([0,1]\), which supplies a point \(c\) with

\[
E'(c) = \frac{E(1) - E(0)}{1 - 0}.
\]

The proof calls that theorem under its Mathlib name, `exists_deriv_eq_slope`, and `ring` removes the denominator. In physical terms, the uncorrected functional does have the required orbital energy, but at a fractional occupation whose position depends on \(E\).

## The sign of the correction for a convex energy

```lean
/-- If the original energy is convex between the empty and the filled orbital, the correction
that preserves both end points is non-negative at every occupation in between. -/
theorem koopmansCorrection_nonneg {E : ℝ → ℝ} (hE : ContDiff ℝ 1 E)
    (hconv : ConvexOn ℝ (Icc 0 1) E) {f : ℝ} (hf : f ∈ Icc (0 : ℝ) 1) :
    0 ≤ koopmansCorrection E (E 1 - E 0) f := by
  rw [koopmansCorrection_eq hE]
  -- A convex energy lies below the chord joining its end points.
  have h := hconv.2 (left_mem_Icc.mpr (zero_le_one' ℝ)) (right_mem_Icc.mpr (zero_le_one' ℝ))
    (sub_nonneg.mpr hf.2) hf.1 (sub_add_cancel 1 f)
  simp only [smul_eq_mul, mul_zero, mul_one, zero_add] at h
  linarith
```

There is a new hypothesis, `hconv`: the energy is convex on the closed interval `Icc 0 1`. Physically, the orbital energy does not decrease as the orbital fills, as one expects when an electron is repelled by its own charge. The claim is that the correction with slope \(E(1) - E(0)\) is non-negative for \(0 \le f \le 1\).

By hand, write \(f = (1-f)\cdot 0 + f\cdot 1\). Convexity then gives

\[
E(f) \le (1-f)\,E(0) + f\,E(1) = E(0) + f\bigl(E(1) - E(0)\bigr),
\]

and the right-hand side minus the left-hand side is the correction. In the proof, `h` is this inequality, obtained from convexity with the weights \(1-f\) and \(f\). The `simp only` line tidies the products with 0 and 1, and `linarith` finishes. If the energy is strictly convex, its values at occupations strictly between 0 and 1 lie below the straight line, and the correction raises them to it.

## The quadratic energy and the Hubbard form

```lean
/-- For a quadratic energy of curvature `U`, the correction that preserves both end points is
`U / 2 * f * (1 - f)`. -/
theorem koopmansCorrection_quadratic (a b U f : ℝ) :
    koopmansCorrection (quadraticEnergy a b U)
      (quadraticEnergy a b U 1 - quadraticEnergy a b U 0) f = U / 2 * f * (1 - f) := by
  have hE : ContDiff ℝ 1 (quadraticEnergy a b U) := by
    unfold quadraticEnergy
    fun_prop
  rw [koopmansCorrection_eq hE]
  unfold quadraticEnergy
  ring
```

For the quadratic model, \(E(0) = a\) and \(E(1) = a + b + \tfrac{U}{2}\), so the required slope is \(b + \tfrac{U}{2}\). The correction is

\[
a + f\Bigl(b + \frac{U}{2}\Bigr) - a - bf - \frac{U}{2}f^2 = \frac{U}{2}\,f(1-f).
\]

This has the form of a Hubbard correction for a single orbital, with \(U\) equal to the curvature of the energy. It vanishes at both integer occupations and, for \(U > 0\), is largest at half occupation.

The theorem carries no smoothness hypothesis, since a polynomial is smooth. The proof establishes this as `hE` by the tactic `fun_prop`, which checks such properties from the way a function is built. The general formula for the correction and `ring` do the rest.

```lean
/-- For a quadratic energy, the derivative at half occupation equals the energy difference
between the filled and the empty orbital. -/
theorem deriv_quadratic_half (a b U : ℝ) :
    deriv (quadraticEnergy a b U) (1 / 2) =
      quadraticEnergy a b U 1 - quadraticEnergy a b U 0 := by
  have h : HasDerivAt (quadraticEnergy a b U)
      (b * 1 + U / 2 * (((2 : ℕ) : ℝ) * (1 / 2 : ℝ) ^ (2 - 1))) (1 / 2) :=
    (((hasDerivAt_id' (1 / 2 : ℝ)).const_mul b).const_add a).fun_add
      ((hasDerivAt_pow 2 (1 / 2 : ℝ)).const_mul (U / 2))
  rw [h.deriv]
  unfold quadraticEnergy
  norm_num
  ring

end

end KoopmansCompliant
```

The derivative of the model is \(E'(f) = b + Uf\), so

\[
E'\bigl(\tfrac12\bigr) = b + \frac{U}{2} = E(1) - E(0).
\]

For a quadratic energy, the fractional occupation promised by the mean value theorem can therefore be taken as one half. In the proof, `h` records the derivative as the rules of differentiation deliver it, before simplification: `b * 1` comes from the linear term, and the longer product comes from the power rule applied to \(f^2\). The closing steps simplify both sides and compare them.

## The opening example in numbers

Take \(a = 0\), \(b = -10\) eV and \(U = 4\) eV, so that \(E(f) = -10f + 2f^2\) in eV. The uncorrected orbital energy is \(E'(f) = -10 + 4f\), which runs from −10 eV at \(f = 0\) to −6 eV at \(f = 1\). The total energies are \(E(0) = 0\) and \(E(1) = -8\) eV, so the required slope is \(\eta = -8\) eV, which is also \(E'(\tfrac12)\).

At half occupation, the original energy is \(-5 + 0.5 = -4.5\) eV, and the straight line gives \(-4\) eV. The difference of 0.5 eV matches \(\tfrac{U}{2}f(1-f) = 2 \cdot \tfrac14\) eV.

Had one chosen \(\eta = -6\) eV, the orbital energy of the filled orbital, the corrected energy would still be linear, but at \(f = 1\) it would be −6 eV instead of −8 eV.

```lean
#print axioms KoopmansCompliant.koopmans_compliance
#print axioms KoopmansCompliant.koopmansCorrection_nonneg
#print axioms KoopmansCompliant.koopmansCorrection_quadratic
#print axioms KoopmansCompliant.deriv_quadratic_half
```

```
'KoopmansCompliant.koopmans_compliance' depends on axioms: [propext, Classical.choice, Quot.sound]
'KoopmansCompliant.koopmansCorrection_nonneg' depends on axioms: [propext, Classical.choice, Quot.sound]
'KoopmansCompliant.koopmansCorrection_quadratic' depends on axioms: [propext, Classical.choice, Quot.sound]
'KoopmansCompliant.deriv_quadratic_half' depends on axioms: [propext, Classical.choice, Quot.sound]
```
